# Helicity suppression in charged-pion decay at lowest order: the trace $4m^2(M^2-m^2)$ and an electron-to-muon ratio between $1.28\times10^{-4}$ and $1.29\times10^{-4}$

A charged pion decays to a neutrino and either an electron or a muon. If only the available phase space counted, the electron would win: its recoil momentum is larger, and the ratio of the two rates would be about 2.3. That estimate is wrong by four orders of magnitude, because it leaves out the spin structure of the weak interaction. The pion has spin zero, so the two leptons must emerge with equal helicities, while the interaction couples to one chirality. For a massless charged lepton these demands conflict, and the amplitude vanishes.

The calculation below is at lowest order, with a massless neutrino and a pointlike coupling. It is written for the negative pion, so the neutrino is strictly an antineutrino; the positive pion has the same widths. Units have $\hbar=c=1$. The charged lepton has momentum $k$ and mass $m$, the neutrino has momentum $q$, and the pion has momentum $p=k+q$ and mass $M$.

```lean
import Mathlib

namespace PionLeptonicDecay

noncomputable section
```

## Four-vectors and gamma matrices

Operators on Dirac spinors are complex $4\times4$ matrices.

```lean
/-- Complex 4x4 matrices acting on Dirac spinors. -/
abbrev Mat := Matrix (Fin 4) (Fin 4) ℂ
```

Index 0 is time and indices 1, 2, 3 are space. The metric has signature $(+,-,-,-)$.

```lean
/-- The diagonal of the Minkowski metric, with signature (+,-,-,-). -/
def metric : Fin 4 → ℝ := ![1, -1, -1, -1]
```

The product of two real four-vectors is $a\cdot b=a_0b_0-a_1b_1-a_2b_2-a_3b_3$. Here and below, lowered labels just number the components `a 0` to `a 3`, which are the contravariant ones.

```lean
/-- The Minkowski product of two real four-vectors. -/
def mink (a b : Fin 4 → ℝ) : ℝ := ∑ μ, metric μ * a μ * b μ
```

The gammas are those of the Dirac representation. The theorems concern these matrices; a change of spinor basis would conjugate every factor and leave a trace unchanged.

```lean
/-- The gamma matrices in the Dirac representation. -/
def gamma : Fin 4 → Mat :=
  ![!![1, 0, 0, 0; 0, 1, 0, 0; 0, 0, -1, 0; 0, 0, 0, -1],
    !![0, 0, 0, 1; 0, 0, 1, 0; 0, -1, 0, 0; -1, 0, 0, 0],
    !![0, 0, 0, -Complex.I; 0, 0, Complex.I, 0; 0, Complex.I, 0, 0; -Complex.I, 0, 0, 0],
    !![0, 0, 1, 0; 0, 0, 0, -1; -1, 0, 0, 0; 0, 1, 0, 0]]
```

The chirality matrix is $\gamma_5=i\gamma^0\gamma^1\gamma^2\gamma^3$.

```lean
/-- The chirality matrix, `i` times the product of the four gammas. -/
def gamma5 : Mat := Complex.I • (gamma 0 * gamma 1 * gamma 2 * gamma 3)
```

The slash is $\not a=a_0\gamma^0-a_1\gamma^1-a_2\gamma^2-a_3\gamma^3$.

```lean
/-- Feynman slash: the four-vector `a` contracted with the gammas. -/
def slash (a : Fin 4 → ℝ) : Mat := ∑ μ, ((metric μ * a μ : ℝ) : ℂ) • gamma μ
```

The pion supplies only its momentum to the weak current, so the amplitude is $g\,\bar u(k)\not p(1-\gamma_5)v(q)$, where $u$ and $v$ are the lepton and antineutrino spinors and $g$ is a coupling. Squaring and summing over spins gives $g^2T$ with
$$T=\mathrm{tr}\big[(\not k+m)\not p(1-\gamma_5)\not q(1+\gamma_5)\not p\big].$$
In Lean, $T$ is `spinSum m k q`, and $p$ is written `k + q`.

```lean
/-- The spin-summed squared amplitude for a pion going to a lepton of mass `m` and
momentum `k` and a massless neutrino of momentum `q`, without the coupling. -/
def spinSum (m : ℝ) (k q : Fin 4 → ℝ) : ℂ :=
  Matrix.trace ((slash k + (m : ℂ) • (1 : Mat)) * slash (k + q) * (1 - gamma5) *
    slash q * (1 + gamma5) * slash (k + q))
```

## Algebra of the slashed vectors

Let $\sigma$ be the Pauli matrices and $\mathbf a$ the spatial part of $a$. In $2\times2$ blocks,
$$\not a=\begin{pmatrix}a_0&-\mathbf a\cdot\sigma\\ \mathbf a\cdot\sigma&-a_0\end{pmatrix},\qquad \gamma_5=\begin{pmatrix}0&1\\1&0\end{pmatrix}.$$
The second follows from
$$\gamma^0\gamma^1=\begin{pmatrix}0&\sigma_1\\ \sigma_1&0\end{pmatrix},\qquad \gamma^2\gamma^3=-i\begin{pmatrix}\sigma_1&0\\0&\sigma_1\end{pmatrix}.$$
The proof compares all sixteen entries, using the same two intermediate products.

```lean
/-- The entries of a slashed four-vector and of the chirality matrix. -/
theorem dirac_matrices : (∀ a : Fin 4 → ℝ, slash a =
    !![(a 0 : ℂ), 0, -a 3, -a 1 + Complex.I * a 2; 0, a 0, -a 1 - Complex.I * a 2, a 3;
      a 3, a 1 - Complex.I * a 2, -a 0, 0; a 1 + Complex.I * a 2, -a 3, 0, -a 0]) ∧
    gamma5 = !![0, 0, 1, 0; 0, 0, 0, 1; 1, 0, 0, 0; 0, 1, 0, 0] := by
  constructor
  · intro a
    ext i j
    fin_cases i <;> fin_cases j <;> simp [slash, gamma, metric, Fin.sum_univ_four] <;> ring
  · have h01 : gamma 0 * gamma 1 = !![0, 0, 0, 1; 0, 0, 1, 0; 0, 1, 0, 0; 1, 0, 0, 0] := by
      ext i j
      fin_cases i <;> fin_cases j <;> simp [gamma, Matrix.mul_apply, Fin.sum_univ_four]
    have h23 : gamma 2 * gamma 3 = !![0, -Complex.I, 0, 0; -Complex.I, 0, 0, 0;
        0, 0, 0, -Complex.I; 0, 0, -Complex.I, 0] := by
      ext i j
      fin_cases i <;> fin_cases j <;> simp [gamma, Matrix.mul_apply, Fin.sum_univ_four]
    rw [gamma5, mul_assoc (gamma 0 * gamma 1), h01, h23]
    ext i j
    fin_cases i <;> fin_cases j <;> simp
```

Swapping the blocks twice does nothing, so $\gamma_5^2=1$. Multiplying $\not a$ by $\gamma_5$ from the left swaps its block rows, and from the right its block columns. The results differ by a sign, so $\gamma_5\not a=-\not a\gamma_5$.

```lean
/-- The chirality matrix squares to one and anticommutes with every slashed vector. -/
theorem gamma5_props : gamma5 * gamma5 = 1 ∧ ∀ a, gamma5 * slash a = -(slash a * gamma5) := by
  refine ⟨?_, fun a => ?_⟩ <;> ext i j <;> fin_cases i <;> fin_cases j <;>
    simp [dirac_matrices, Matrix.mul_apply, Fin.sum_univ_four] <;> ring
```

In $\not a\not b+\not b\not a$ the off-diagonal blocks cancel. Each diagonal block is $2a_0b_0-\{\mathbf a\cdot\sigma,\mathbf b\cdot\sigma\}=2a_0b_0-2\,\mathbf a\cdot\mathbf b$. Hence
$$\not a\not b+\not b\not a=2\,a\cdot b.$$

```lean
/-- The anticommutator of two slashed four-vectors is twice their Minkowski product. -/
theorem slash_anticomm (a b : Fin 4 → ℝ) :
    slash a * slash b + slash b * slash a = (2 * (mink a b : ℂ)) • (1 : Mat) := by
  ext i j
  fin_cases i <;> fin_cases j <;>
    simp [dirac_matrices, mink, metric, Fin.sum_univ_four] <;>
    ring_nf <;> simp only [Complex.I_sq] <;> ring
```

Two traces are needed. The first is $\mathrm{tr}[\not a(1+\gamma_5)]=0$: the diagonal of $\not a$ sums to zero, and $\mathrm{tr}[\not a\gamma_5]=-\mathrm{tr}[\gamma_5\not a]=-\mathrm{tr}[\not a\gamma_5]$.

The second is $\mathrm{tr}[\not a\not b(1+\gamma_5)]=4\,a\cdot b$. The trace of the anticommutator gives $2\,\mathrm{tr}[\not a\not b]=8\,a\cdot b$. For the rest, consider $\mathrm{tr}[\gamma^\mu\gamma^\nu\gamma_5]$. If $\mu=\nu$ it is proportional to $\mathrm{tr}\,\gamma_5=0$. If $\mu\neq\nu$, a third gamma commutes with $\gamma^\mu\gamma^\nu$ and anticommutes with $\gamma_5$; conjugating by it flips the sign of the trace, which is therefore zero. Lean reads this last trace off the explicit entries as `h0`, and takes half of the traced anticommutator for the other part.

```lean
/-- Against `1 + γ5`, one slashed vector has zero trace, and two have four times their
Minkowski product. -/
theorem chiral_traces (a b : Fin 4 → ℝ) : Matrix.trace (slash a * (1 + gamma5)) = 0 ∧
    Matrix.trace (slash a * slash b * (1 + gamma5)) = 4 * (mink a b : ℂ) := by
  constructor
  · rw [mul_add, mul_one]
    simp [dirac_matrices, Matrix.trace, Fin.sum_univ_four]
    ring
  · have h0 : Matrix.trace (slash a * slash b * gamma5) = 0 := by
      simp [dirac_matrices, Matrix.trace, Fin.sum_univ_four]
      ring
    have h := congrArg Matrix.trace (slash_anticomm a b)
    rw [Matrix.trace_add, Matrix.trace_mul_comm (slash b), Matrix.trace_smul,
      Matrix.trace_one, Fintype.card_fin, smul_eq_mul] at h
    push_cast at h
    rw [mul_add, mul_one, Matrix.trace_add, h0]
    linear_combination h / 2
```

## One power of the lepton mass in the amplitude

Expanding the square gives $M^2=(k+q)^2=m^2+2k\cdot q+0$, so $2k\cdot q=M^2-m^2$. The three hypotheses `hk`, `hq` and `hp` say that lepton, neutrino and pion are on their mass shells. The conclusion is stated for real numbers read as complex ones, ready for use in traces.

```lean
variable {k q : Fin 4 → ℝ} {m M : ℝ}

/-- For `k² = m²`, `q² = 0` and `(k + q)² = M²`, twice `k·q` is `M² - m²`. -/
theorem two_mul_mink (hk : mink k k = m ^ 2) (hq : mink q q = 0)
    (hp : mink (k + q) (k + q) = M ^ 2) : 2 * (mink k q : ℂ) = (M : ℂ) ^ 2 - (m : ℂ) ^ 2 := by
  have h : mink (k + q) (k + q) = mink k k + 2 * mink k q + mink q q := by
    simp only [mink, Fin.sum_univ_four, Pi.add_apply]; ring
  have hs : 2 * mink k q = M ^ 2 - m ^ 2 := by linarith
  exact_mod_cast hs
```

The anticommutator with $a=b$ gives $\not a^2=a^2$, so $\not q^2=0$ and $\not k^2=m^2$. It also gives $\not q\not k\not q=(2k\cdot q-\not k\not q)\not q=(M^2-m^2)\not q$. Since $\not p\not q=\not k\not q+\not q^2=\not k\not q$,
$$\begin{aligned}\not p(\not k+m)\not p\not q&=\not p(\not k+m)\not k\not q\\&=m^2\not p\not q+m\not p\not k\not q\\&=m^2\not k\not q+m\big(m^2+M^2-m^2\big)\not q\\&=m^2\not k\not q+mM^2\not q.\end{aligned}$$
In the proof, `hQ`, `hK`, `hQK` and `hP` are these reductions, and `module` collects the coefficients.

```lean
/-- Helicity suppression: for `k² = m²`, `q² = 0` and `p = k + q` with `p² = M²`, the
product `p̸ (k̸ + m) p̸ q̸` equals `m² k̸ q̸ + m M² q̸`. -/
theorem helicity_suppression (hk : mink k k = m ^ 2) (hq : mink q q = 0)
    (hp : mink (k + q) (k + q) = M ^ 2) :
    slash (k + q) * (slash k + (m : ℂ) • (1 : Mat)) * slash (k + q) * slash q =
      ((m : ℂ) ^ 2) • (slash k * slash q) + ((m : ℂ) * (M : ℂ) ^ 2) • slash q := by
  have sq : ∀ a, slash a * slash a = (mink a a : ℂ) • (1 : Mat) := fun a => by
    linear_combination (norm := module) (1 / 2 : ℂ) • slash_anticomm a a
  have hadd : slash (k + q) = slash k + slash q := by
    simp only [slash, Pi.add_apply, mul_add, Complex.ofReal_add, add_smul,
      Finset.sum_add_distrib]
  have hQ : slash q * slash q = 0 := by rw [sq, hq, Complex.ofReal_zero, zero_smul]
  have hK : slash k * (slash k * slash q) = ((m : ℂ) ^ 2) • slash q := by
    rw [← mul_assoc, sq, hk, Complex.ofReal_pow, smul_mul_assoc, one_mul]
  have hQK : slash q * (slash k * slash q) = ((M : ℂ) ^ 2 - (m : ℂ) ^ 2) • slash q := by
    have h := slash_anticomm k q
    rw [two_mul_mink hk hq hp] at h
    rw [← mul_assoc, eq_sub_of_add_eq' h, sub_mul, mul_assoc, hQ, mul_zero, sub_zero,
      smul_mul_assoc, one_mul]
  -- next to the neutrino, the pion momentum may be replaced by the lepton momentum
  have hP : slash (k + q) * slash q = slash k * slash q := by rw [hadd, add_mul, hQ, add_zero]
  rw [mul_assoc, hP, mul_assoc, hadd]
  simp only [add_mul, mul_add, smul_mul_assoc, one_mul, mul_smul_comm, hK, hQK, hQ]
  module
```

In a calculation with spinors the same suppression appears one stage earlier. The free Dirac equations $\bar u(k)\not k=m\,\bar u(k)$ and $\not q\,v(q)=0$ give
$$\bar u(k)\not p(1-\gamma_5)v(q)=m\,\bar u(k)(1-\gamma_5)v(q).$$
The amplitude carries one factor of $m$, and the rate carries two.

## The trace

The chiral factors merge:
$$(1-\gamma_5)\not q(1+\gamma_5)=\not q(1+\gamma_5)^2=2\not q(1+\gamma_5).$$
Moving the last $\not p$ to the front by cyclicity and inserting the previous result,
$$T=2\,\mathrm{tr}\big[(m^2\not k\not q+mM^2\not q)(1+\gamma_5)\big]=8m^2\,k\cdot q=4m^2(M^2-m^2).$$
The term with a single $\not q$ has no trace. In Lean, `hc` is the merging of chiral factors and `hr` regroups the product; the last line replaces $2k\cdot q$.

```lean
/-- For `k² = m²`, `q² = 0` and `(k + q)² = M²`, the spin-summed squared amplitude is
`4 m² (M² - m²)`. -/
theorem spinSum_eq (hk : mink k k = m ^ 2) (hq : mink q q = 0)
    (hp : mink (k + q) (k + q) = M ^ 2) :
    spinSum m k q = ((4 * m ^ 2 * (M ^ 2 - m ^ 2) : ℝ) : ℂ) := by
  -- the two chiral factors around the neutrino merge into one
  have hc : (1 - gamma5) * slash q * (1 + gamma5) = (2 : ℂ) • (slash q * (1 + gamma5)) := by
    calc (1 - gamma5) * slash q * (1 + gamma5)
        = (slash q - gamma5 * slash q) * (1 + gamma5) := by noncomm_ring
      _ = slash q + slash q * gamma5 + slash q * gamma5 + slash q * (gamma5 * gamma5) := by
          rw [gamma5_props.2]; noncomm_ring
      _ = (2 : ℂ) • (slash q * (1 + gamma5)) := by
          rw [gamma5_props.1, two_smul, mul_add, mul_one]; abel
  have hr : slash (k + q) * ((slash k + (m : ℂ) • (1 : Mat)) * slash (k + q) *
      (1 - gamma5) * slash q * (1 + gamma5)) = slash (k + q) * (slash k + (m : ℂ) • (1 : Mat)) *
      slash (k + q) * ((1 - gamma5) * slash q * (1 + gamma5)) := by simp only [mul_assoc]
  unfold spinSum
  rw [Matrix.trace_mul_comm, hr, hc, mul_smul_comm, ← mul_assoc, helicity_suppression hk hq hp]
  simp only [add_mul, smul_mul_assoc, Matrix.trace_smul, Matrix.trace_add,
    (chiral_traces k q).2, (chiral_traces q q).1, smul_eq_mul]
  push_cast
  linear_combination 4 * (m : ℂ) ^ 2 * two_mul_mink hk hq hp
```

The conditions $k^2=m^2$ and $p^2=M^2$ do not suffice without a restriction on $q$. Take $m=0$, $k=(1,0,0,1)$ and $q=(1,0,0,0)$, so that $q^2=1$ and $M^2=3$. Then $T=8\,[2(k\cdot p)(q\cdot p)-p^2\,k\cdot q]=8\,[4-3]=8$, whereas the formula would give zero. A massive neutrino can lift the suppression.

## Rest-frame kinematics and the width

For a pion at rest, both products have momentum
$$|\mathbf k|=\frac{M^2-m^2}{2M}=\frac M2\Big(1-\frac{m^2}{M^2}\Big).$$
This is where the phase-space factor $1-m^2/M^2$ comes from.

```lean
/-- Magnitude of the momentum of either decay product in the rest frame of a pion of mass `M` going
to a lepton of mass `m` and a massless neutrino, for `M > 0` and `0 ≤ m ≤ M`. -/
def recoil (M m : ℝ) : ℝ := (M ^ 2 - m ^ 2) / (2 * M)
```

The lepton has energy $E=(M^2+m^2)/(2M)$ and moves along the third axis. It is on shell, since $E^2-|\mathbf k|^2=4M^2m^2/(4M^2)=m^2$.

```lean
/-- Four-momentum of the charged lepton in the pion rest frame, moving along the third axis opposite
a massless neutrino, for `M > 0` and `0 ≤ m ≤ M`. -/
def leptonMom (M m : ℝ) : Fin 4 → ℝ := ![(M ^ 2 + m ^ 2) / (2 * M), 0, 0, recoil M m]
```

The massless neutrino has energy $|\mathbf k|$ and the opposite momentum. The energies add to $M$ and the momenta to zero.

```lean
/-- Four-momentum of the massless neutrino in the pion rest frame, opposite to a lepton moving along
the third axis, for `M > 0` and `0 ≤ m ≤ M`. -/
def neutrinoMom (M m : ℝ) : Fin 4 → ℝ := ![recoil M m, 0, 0, -recoil M m]
```

The two-body decay formula for a spinless parent gives the width
$$\Gamma=\frac{g^2|\mathbf k|}{8\pi M^2}\,T.$$
The constant $g$ stands for the Fermi constant, the quark mixing element and the pion decay constant, combined with a numerical factor that depends on convention. This formula is a definition in Lean. Its identification with the measured decay rate is a physical assumption, which neglects radiative corrections. The real part is taken only because `spinSum` is complex-valued.

```lean
/-- Lowest-order width for a pion of mass `M` going to a charged lepton of mass `m` and a massless
neutrino, with effective coupling `g`, for `M > 0` and `0 ≤ m ≤ M`. -/
def width (g M m : ℝ) : ℝ := g ^ 2 * recoil M m / (8 * Real.pi * M ^ 2) *
  (spinSum m (leptonMom M m) (neutrinoMom M m)).re
```

Inserting $T$ and $|\mathbf k|$,
$$\Gamma=\frac{g^2}{8\pi M^2}\cdot\frac{M^2-m^2}{2M}\cdot4m^2(M^2-m^2)=\frac{g^2m^2(M^2-m^2)^2}{4\pi M^3}.$$
The theorem states this multiplied by $4\pi M^3$. Its proof first shows that the explicit momenta satisfy the three mass-shell conditions, then applies `spinSum_eq`. The identity needs only $M\neq0$; it describes a decay when $M>0$ and $0\le m\le M$.

```lean
/-- For `M ≠ 0` the width times `4π M³` equals `g² m² (M² - m²)²`. -/
theorem width_eq (g : ℝ) (hM : M ≠ 0) (m : ℝ) :
    width g M m * (4 * Real.pi * M ^ 3) = g ^ 2 * (m ^ 2 * (M ^ 2 - m ^ 2) ^ 2) := by
  -- the momenta are on shell and add up to a pion at rest
  have hk : mink (leptonMom M m) (leptonMom M m) = m ^ 2 := by
    simp [mink, metric, Fin.sum_univ_four, leptonMom, recoil]
    field_simp
    ring
  have hq : mink (neutrinoMom M m) (neutrinoMom M m) = 0 := by
    simp [mink, metric, Fin.sum_univ_four, neutrinoMom]
  have hsum : leptonMom M m + neutrinoMom M m = ![M, 0, 0, 0] := by
    have h : (M ^ 2 + m ^ 2) / (2 * M) + recoil M m = M := by
      unfold recoil
      field_simp
      ring
    ext i
    fin_cases i <;> simp [leptonMom, neutrinoMom, h]
  have hp : mink (leptonMom M m + neutrinoMom M m) (leptonMom M m + neutrinoMom M m)
      = M ^ 2 := by
    rw [hsum]
    simp [mink, metric, Fin.sum_univ_four, sq]
  have hpi := Real.pi_ne_zero
  unfold width
  rw [spinSum_eq hk hq hp, Complex.ofReal_re]
  unfold recoil
  field_simp
  ring
```

## The electron-to-muon ratio

With electron mass $m_e=0.511$, muon mass $m_\mu=105.66$ and pion mass $M=139.57$, all in MeV, the common factors cancel:
$$\frac{\Gamma_e}{\Gamma_\mu}=\frac{m_e^2}{m_\mu^2}\left(\frac{M^2-m_e^2}{M^2-m_\mu^2}\right)^2\approx(2.339\times10^{-5})(5.487)\approx1.283\times10^{-4}.$$
Using one nonzero $g$ for both leptons expresses lepton universality: the weak interaction couples to electrons and muons with equal strength. In the proof, `key` performs the cancellation, and `norm_num` checks both bounds on the resulting rational number.

The factor $m_e^2/m_\mu^2$ comes from the trace. The bracket is about 2.34 before squaring. One such factor is the ratio of the recoil momenta, which is the phase-space estimate of the opening; the other comes from the trace.

```lean
/-- With masses 0.511, 105.66 and 139.57 MeV and the same nonzero coupling for both leptons,
the electron-to-muon ratio of pion decay widths lies between 1.28e-4 and 1.29e-4. -/
theorem electron_muon_ratio {g : ℝ} (hg : g ≠ 0) :
    1.28e-4 < width g 139.57 0.511 / width g 139.57 105.66 ∧
    width g 139.57 0.511 / width g 139.57 105.66 < 1.29e-4 := by
  have hM : (139.57 : ℝ) ≠ 0 := by norm_num
  have hc : 4 * Real.pi * (139.57 : ℝ) ^ 3 ≠ 0 := by positivity
  -- the coupling and the common phase-space factor cancel
  have key : width g 139.57 0.511 / width g 139.57 105.66 =
      ((0.511 : ℝ) ^ 2 * (139.57 ^ 2 - 0.511 ^ 2) ^ 2) /
        (105.66 ^ 2 * (139.57 ^ 2 - 105.66 ^ 2) ^ 2) := by
    refine (mul_div_mul_right _ _ hc).symm.trans ?_
    rw [width_eq g hM, width_eq g hM, mul_div_mul_left _ _ (pow_ne_zero 2 hg)]
  rw [key]
  constructor <;> norm_num

end

end PionLeptonicDecay
```

```lean
#print axioms PionLeptonicDecay.electron_muon_ratio
```

```
'PionLeptonicDecay.electron_muon_ratio' depends on axioms: [propext, Classical.choice, Quot.sound]
```
